# Under a symmetric pair interaction, a particle added at an empty site changes the interaction energy by the sum of its interactions with those already present

A finite set of occupied sites, with at most one particle on each, has a pair energy equal to half the sum of a real interaction `w i j` over ordered pairs of distinct occupied sites. The theorem says that if `w` is symmetric and the site `a` is not in the occupied set `T`, then the energy of `T` with `a` added is the energy of `T` plus the sum of `w a t` over `t` in `T`. Only this interaction energy is counted, with no kinetic or one-particle term. The proof first shows, in `h1` and `h2`, that the tests for equal sites can be dropped from the sums pairing `a` with the sites of `T`, then expands the double sum and finishes with `ring`.

Lean 4 with Mathlib refuses this proof:

```lean
import Mathlib

open Matrix
open scoped ComplexOrder

namespace PairEnergyInsert

noncomputable section

variable {ι : Type*} [Fintype ι] [DecidableEq ι] {N : ℕ}

/-- Interaction energy of the occupied set `S`: half the sum of `w i j` over ordered pairs of
distinct sites in `S`. -/
def pairEnergy (w : ι → ι → ℝ) (S : Finset ι) : ℝ :=
  (∑ i ∈ S, ∑ j ∈ S, if i = j then 0 else w i j) / 2

omit [Fintype ι] in
/-- For a symmetric interaction, a particle added at an empty site `a` contributes its interaction
with every particle already present. -/
theorem pairEnergy_insert {w : ι → ι → ℝ} (hw : ∀ i j, w i j = w j i) {a : ι} {T : Finset ι}
    (ha : a ∉ T) : pairEnergy w (insert a T) = pairEnergy w T + ∑ t ∈ T, w a t := by
  have h1 : ∑ t ∈ T, (if a = t then 0 else w a t) = ∑ t ∈ T, w a t :=
    Finset.sum_congr rfl fun t ht => if_neg fun e => ha (e ▸ ht)
  have h2 : ∑ t ∈ T, (if t = a then 0 else w t a) = ∑ t ∈ T, w a t :=
    Finset.sum_congr rfl fun t ht => by rw [if_neg fun e => ha (e ▸ ht), hw]
  simp only [pairEnergy, Finset.sum_insert ha, Finset.sum_add_distrib, h1, h2, if_true]
  ring

end

end PairEnergyInsert
```

Compiling this gives:

```
Main.lean:23:57: error: invalid `▸` notation, argument
  e
has type
  ?m.56
equality expected
Main.lean:25:64: error: invalid `▸` notation, argument
  e
has type
  ?m.99
equality expected
Main.lean:25:37: error: unsolved goals
ι : Type u_1
inst✝ : DecidableEq ι
w : ι → ι → ℝ
hw : ∀ (i j : ι), w i j = w j i
a : ι
T : Finset ι
ha : a ∉ T
h1 : (∑ t ∈ T, if a = t then 0 else w a t) = ∑ t ∈ T, w a t
t : ι
ht : t ∈ T
⊢ (if t = a then 0 else w t a) = w a t
```

As a diff, the version that Lean accepts:

```diff
@@ -20,8 +20,9 @@
 theorem pairEnergy_insert {w : ι → ι → ℝ} (hw : ∀ i j, w i j = w j i) {a : ι} {T : Finset ι}
     (ha : a ∉ T) : pairEnergy w (insert a T) = pairEnergy w T + ∑ t ∈ T, w a t := by
+  have hne : ∀ t ∈ T, t ≠ a := fun t ht e => ha (e ▸ ht)
   have h1 : ∑ t ∈ T, (if a = t then 0 else w a t) = ∑ t ∈ T, w a t :=
-    Finset.sum_congr rfl fun t ht => if_neg fun e => ha (e ▸ ht)
+    Finset.sum_congr rfl fun t ht => if_neg (hne t ht).symm
   have h2 : ∑ t ∈ T, (if t = a then 0 else w t a) = ∑ t ∈ T, w a t :=
-    Finset.sum_congr rfl fun t ht => by rw [if_neg fun e => ha (e ▸ ht), hw]
+    Finset.sum_congr rfl fun t ht => by rw [if_neg (hne t ht), hw]
   simp only [pairEnergy, Finset.sum_insert ha, Finset.sum_add_distrib, h1, h2, if_true]
   ring
```

Diagnosis. The first two messages concern `e ▸ ht`. The `▸` notation needs a proof of an equality, but when Lean reached it the type of `e` was still an unknown, `?m.56` or `?m.99`. That type is the condition of the `if`, which `if_neg` leaves to be inferred, and the bare `fun e => …` does not state it. In `h2` the term stands inside `rw`, which elaborates it before matching it against the goal, so the goal could not supply the condition in time. The third message follows from the second, since the rewrite never took place and its goal was left open.

The repair proves `hne` first, with the stated type `∀ t ∈ T, t ≠ a`. There `e` is known to be `t = a`, so `e ▸ ht` turns `t ∈ T` into `a ∈ T`, which contradicts `ha`. In `h2`, `hne t ht` now tells `if_neg` that the condition is `t = a`. In `h1` the condition is `a = t`, the other way round, hence the `.symm`.
